# $n$ equally spaced twists give the exact twist average when every harmonic has $|k|<n$

Suppose that the energy of a periodic cell depends on its twist angle $x$ as $E(x)=\cos 2x$, in some unit and up to a constant. Sample it at the two twists $x=0$ and $x=\pi$. Both samples equal $1$, so their average is $1$, while the average over all twists is $0$. The samples agree perfectly with each other, and so their spread gives no warning. Without a criterion that links the number of twists to the shape of $E(x)$, a grid average can be wrong and look converged.

The criterion derived here concerns energies that are finite Fourier sums in the twist. If only harmonics $e^{ikx}$ with $|k|<n$ occur, then $n$ equally spaced twists reproduce the exact twist average, wherever the grid starts. For calculations on a periodic cell that are repeated at several twists, for example with coupled-cluster theory, this tells how many twists are enough along one direction, provided that the energy has such a band limit. In the electron gas and in metals, kinks in the energy can violate this condition.

```lean
import Mathlib

open scoped Real

namespace TwistAveraging

noncomputable section
```

## The energy as a finite Fourier sum

Under a twist $x$, the wave function gains a phase $e^{ix}$ when one electron is carried once across the cell. The angle is in radians, and $x$ and $x+2\pi$ describe the same boundary condition. The elementary periodic functions of the twist are the harmonics

$$h_k(x)=e^{ikx},\qquad k\in\mathbb Z .$$

```lean
/-- The harmonic `exp(ikx)` of the twist angle `x`. -/
def harmonic (k : ℤ) (x : ℝ) : ℂ := Complex.exp ((k : ℂ) * Complex.I * (x : ℂ))
```

With complex coefficients $c_k$ and a finite set $s$ of integers, the energy is

$$E(x)=\sum_{k\in s}c_k\,h_k(x).$$

A term with index $k$ stands for processes that carry electrons a net $k$ times around the cell. Limiting the indices to $|k|<n$ therefore postulates that processes with $n$ or more net windings, in either direction, do not contribute.

```lean
/-- The energy as a function of the twist angle, with Fourier coefficients `c k` for `k` in the
finite set `s`. -/
def energy (s : Finset ℤ) (c : ℤ → ℂ) (x : ℝ) : ℂ := ∑ k ∈ s, c k * harmonic k x
```

In Lean, `c` assigns a number to every integer, but only its values on `s` enter. The energy is allowed to be complex. It is real at every twist if, for example, $s$ is symmetric under $k\to-k$ and $c_{-k}=\overline{c_k}$.

## Two averages over the twist

The grid has $n$ points and starts at an offset $x_0$. For a function $f$ of the twist, the grid average is

$$A_n(x_0;f)=\frac1n\sum_{j=0}^{n-1}f\!\left(x_0+\frac{2\pi j}{n}\right).$$

```lean
/-- The mean of `f` over the `n` equally spaced twists `x₀ + 2πj/n`, for `n ≥ 1`. -/
def gridAverage (n : ℕ) (x₀ : ℝ) (f : ℝ → ℂ) : ℂ :=
  (∑ j ∈ Finset.range n, f (x₀ + 2 * π * j / n)) / n
```

Here `Finset.range n` supplies the values $j=0,\dots,n-1$, and all twists have equal weight. The exact twist average is the mean over one period,

$$\langle f\rangle=\frac1{2\pi}\int_0^{2\pi}f(x)\,dx .$$

```lean
/-- The exact twist average: the mean of an integrable `f` over the period from `0` to `2π`. -/
def twistAverage (f : ℝ → ℂ) : ℂ := (∫ x in (0 : ℝ)..(2 * π), f x) / (2 * π)
```

## The phase between neighbouring twists

Moving from one grid twist to the next adds $2\pi/n$ to the angle and multiplies $h_k$ by

$$\omega=e^{2\pi i k/n}.$$

```lean
/-- The phase `exp(2πik/n)` gained by the harmonic `k` between neighbouring grid twists,
for `n ≥ 1`. -/
def stepPhase (n : ℕ) (k : ℤ) : ℂ := Complex.exp (2 * π * Complex.I * ((k : ℂ) / n))
```

This phase can be $1$ only if its exponent is an integer multiple of $2\pi i$, that is, if $2\pi i\,k/n=2\pi i\,m$ for some integer $m$. Cancelling $2\pi i$ leaves $k=mn$, so $n$ divides $k$. Conversely, $k=nm$ gives $\omega=e^{2\pi i m}=1$.

```lean
/-- The phase per grid step equals one exactly when `n` divides `k`. -/
theorem stepPhase_eq_one_iff {n : ℕ} (hn : n ≠ 0) (k : ℤ) :
    stepPhase n k = 1 ↔ (n : ℤ) ∣ k := by
  have hn' : (n : ℂ) ≠ 0 := Nat.cast_ne_zero.2 hn
  rw [stepPhase, Complex.exp_eq_one_iff]
  constructor
  · rintro ⟨m, hm⟩
    have h : (k : ℂ) / n = m :=
      mul_left_cancel₀ Complex.two_pi_I_ne_zero (by rw [hm]; ring)
    rw [div_eq_iff hn'] at h
    have h' : k = m * n := by exact_mod_cast h
    exact ⟨m, by linear_combination h'⟩
  · rintro ⟨m, rfl⟩
    refine ⟨m, ?_⟩
    push_cast
    rw [mul_div_cancel_left₀ _ hn']
    ring
```

The lemma `Complex.exp_eq_one_iff` provides the integer $m$. The equation $k=mn$ is first obtained between complex numbers, and `exact_mod_cast` carries it back to the integers, where divisibility has its meaning.

## What the grid does to one harmonic

On the grid, the harmonic is a geometric sequence:

$$h_k\!\left(x_0+\frac{2\pi j}{n}\right)=e^{ikx_0}\,e^{2\pi i kj/n}=h_k(x_0)\,\omega^j .$$

Its average is therefore

$$A_n(x_0;h_k)=\frac{h_k(x_0)}{n}\sum_{j=0}^{n-1}\omega^j .$$

If $n$ divides $k$, every term of the sum is $1$, the sum is $n$, and the average is $h_k(x_0)$. If $n$ does not divide $k$, then $\omega\neq1$. Multiplying the sum by $1-\omega$ makes it telescope:

$$(1-\omega)\sum_{j=0}^{n-1}\omega^j=1-\omega^n=1-e^{2\pi i k}=0 .$$

Since $1-\omega\neq0$, the sum vanishes, and so does the average.

```lean
/-- The grid average of the harmonic `k` is its value at the offset if `n` divides `k`, and zero
otherwise. -/
theorem gridAverage_harmonic {n : ℕ} (hn : n ≠ 0) (x₀ : ℝ) (k : ℤ) :
    gridAverage n x₀ (harmonic k) = if (n : ℤ) ∣ k then harmonic k x₀ else 0 := by
  have hn' : (n : ℂ) ≠ 0 := Nat.cast_ne_zero.2 hn
  -- on the grid the harmonic is a geometric sequence
  have hpt : ∀ j : ℕ, harmonic k (x₀ + 2 * π * j / n) = harmonic k x₀ * stepPhase n k ^ j := by
    intro j
    rw [stepPhase, ← Complex.exp_nat_mul, harmonic, harmonic, ← Complex.exp_add]
    congr 1
    push_cast
    ring
  simp only [gridAverage, hpt]
  rw [← Finset.mul_sum]
  split_ifs with h
  · rw [(stepPhase_eq_one_iff hn k).2 h]
    simp only [one_pow, Finset.sum_const, Finset.card_range, nsmul_eq_mul, mul_one]
    exact mul_div_cancel_right₀ _ hn'
  · -- the phase is a root of unity other than one, so the geometric sum vanishes
    have hpow : stepPhase n k ^ n = 1 := by
      rw [stepPhase, ← Complex.exp_nat_mul, Complex.exp_eq_one_iff]
      have hk : (n : ℂ) * ((k : ℂ) / n) = k := by field_simp
      exact ⟨k, by linear_combination (2 * π * Complex.I) * hk⟩
    have hne : stepPhase n k ≠ 1 := fun h1 => h ((stepPhase_eq_one_iff hn k).1 h1)
    have hg := mul_neg_geom_sum (stepPhase n k) n
    rw [hpow, sub_self] at hg
    rw [(mul_eq_zero.1 hg).resolve_left (sub_ne_zero.2 hne.symm), mul_zero, zero_div]
```

The statement `hpt` is the geometric form of the harmonic, and `split_ifs` separates the two cases. In the second case, `hpow` says that $\omega^n=1$ and `hne` says that $\omega\ne1$.

The proof turns on the Mathlib lemma `mul_neg_geom_sum`, which is the telescoping identity in the form $(1-\omega)\sum_{j<n}\omega^j=1-\omega^n$. The familiar quotient $(1-\omega^n)/(1-\omega)$ needs $\omega\ne1$ before it can be written down. The product form contains no division and holds for every $\omega$, in any ring. The condition $\omega\neq1$ enters only afterwards: `mul_eq_zero` says that one of the two factors is zero, and `resolve_left` rules out the factor $1-\omega$. What remains is that the sum is zero.

## What the integral does to one harmonic

For $k=0$ the integrand is $1$ and the mean is $1$. For $k\ne0$,

$$\langle h_k\rangle=\frac1{2\pi}\,\frac{e^{2\pi i k}-1}{ik}=0 .$$

```lean
/-- The exact twist average of the harmonic `k` is one for `k = 0` and zero otherwise. -/
theorem twistAverage_harmonic (k : ℤ) :
    twistAverage (harmonic k) = if k = 0 then 1 else 0 := by
  by_cases hk : k = 0
  · subst hk
    simp [twistAverage, harmonic]
  · have hc : (k : ℂ) * Complex.I ≠ 0 := mul_ne_zero (Int.cast_ne_zero.2 hk) Complex.I_ne_zero
    have h1 : Complex.exp ((k : ℂ) * Complex.I * ((2 * π : ℝ) : ℂ)) = 1 :=
      Complex.exp_eq_one_iff.2 ⟨k, by push_cast; ring⟩
    simp only [twistAverage, harmonic]
    rw [integral_exp_mul_complex hc, h1]
    simp [hk]
```

The case split on $k=0$ is needed because the antiderivative divides by $ik$. The hypothesis `hc` records that this number is nonzero, and `h1` that $e^{2\pi ik}=1$.

The integral is linear and the Fourier sum is finite, so

$$\langle E\rangle=\sum_{k\in s}c_k\langle h_k\rangle .$$

```lean
/-- The exact twist average of the energy is the sum of its Fourier coefficients times the twist
averages of the harmonics. -/
theorem twistAverage_energy (s : Finset ℤ) (c : ℤ → ℂ) :
    twistAverage (energy s c) = ∑ k ∈ s, c k * twistAverage (harmonic k) := by
  simp only [twistAverage, energy]
  rw [intervalIntegral.integral_finsetSum, Finset.sum_div]
  · refine Finset.sum_congr rfl fun k _ => ?_
    rw [intervalIntegral.integral_const_mul, mul_div_assoc]
  · intro k _
    apply Continuous.intervalIntegrable
    unfold harmonic
    fun_prop
```

Exchanging sum and integral requires each term to be integrable. This follows from continuity, which `fun_prop` establishes.

## The grid error, harmonic by harmonic

The grid average is linear as well. Subtracting the two averages term by term leaves three cases:

- For $k=0$, both averages of $h_k$ are $1$, and the difference is $0$.
- For $k\neq0$ with $n$ dividing $k$, the grid gives $h_k(x_0)$ and the integral gives $0$.
- For $k$ not divisible by $n$, both averages are $0$.

Only the second case contributes, and hence

$$A_n(x_0;E)-\langle E\rangle=\sum_{\substack{k\in s\\ n\mid k,\;k\neq0}}c_k\,h_k(x_0).$$

This is an equality for every finite $s$, with no band limit assumed. The grid confuses the harmonics $\pm n,\pm2n,\dots$ with the constant term and treats all others correctly.

```lean
/-- The error of the grid average is the sum of those terms `c k * harmonic k x₀`, with `k` in `s`,
whose index is a nonzero multiple of `n`. -/
theorem grid_error {n : ℕ} (hn : n ≠ 0) (s : Finset ℤ) (c : ℤ → ℂ) (x₀ : ℝ) :
    gridAverage n x₀ (energy s c) - twistAverage (energy s c) =
      ∑ k ∈ s with ((n : ℤ) ∣ k ∧ k ≠ 0), c k * harmonic k x₀ := by
  have hgrid : gridAverage n x₀ (energy s c) =
      ∑ k ∈ s, c k * gridAverage n x₀ (harmonic k) := by
    simp only [gridAverage, energy]
    rw [Finset.sum_comm, Finset.sum_div]
    refine Finset.sum_congr rfl fun k _ => ?_
    rw [← Finset.mul_sum, mul_div_assoc]
  rw [hgrid, twistAverage_energy, ← Finset.sum_sub_distrib, Finset.sum_filter]
  refine Finset.sum_congr rfl fun k _ => ?_
  rw [gridAverage_harmonic hn, twistAverage_harmonic]
  by_cases hk : k = 0
  · subst hk
    simp [harmonic]
  · by_cases hd : (n : ℤ) ∣ k <;> simp [hk, hd]
```

In the code, `hgrid` is the linearity of the grid average, obtained by exchanging the sums over $j$ and $k$ with `Finset.sum_comm`. The two `by_cases` at the end produce the three cases above.

The error can be bounded without reference to the offset. The exponent $ikx$ is $i$ times a real number, so $|h_k(x)|=1$.

```lean
/-- Every harmonic has modulus one. -/
theorem norm_harmonic (k : ℤ) (x : ℝ) : ‖harmonic k x‖ = 1 := by
  have h : (k : ℂ) * Complex.I * (x : ℂ) = ((k * x : ℝ) : ℂ) * Complex.I := by
    push_cast
    ring
  rw [harmonic, h, Complex.norm_exp_ofReal_mul_I]
```

The triangle inequality then gives

$$\bigl|A_n(x_0;E)-\langle E\rangle\bigr|\le\sum_{\substack{k\in s\\ n\mid k,\;k\neq0}}|c_k| .$$

If the band limit holds only approximately, the grid error is thus controlled by the coefficients at the nonzero multiples of $n$.

```lean
/-- At every offset, the error of the grid average is at most the sum of the moduli of the Fourier
coefficients whose index is a nonzero multiple of `n`. -/
theorem norm_grid_error_le {n : ℕ} (hn : n ≠ 0) (s : Finset ℤ) (c : ℤ → ℂ) (x₀ : ℝ) :
    ‖gridAverage n x₀ (energy s c) - twistAverage (energy s c)‖ ≤
      ∑ k ∈ s with ((n : ℤ) ∣ k ∧ k ≠ 0), ‖c k‖ := by
  rw [grid_error hn]
  refine (norm_sum_le _ _).trans (le_of_eq ?_)
  refine Finset.sum_congr rfl fun k _ => ?_
  rw [norm_mul, norm_harmonic, mul_one]
```

## Exactness below the band limit

Now let $s$ consist of all integers with $-n<k<n$. A nonzero multiple of $n$ has modulus at least $n$, so none lies in $s$. The error sum is empty, and the two averages agree. Their common value follows from the integral, which keeps only $k=0$:

$$A_n(x_0;E)=\langle E\rangle=\sum_{|k|<n}c_k\langle h_k\rangle=c_0 .$$

```lean
/-- If the energy contains only harmonics with `|k| < n`, then for every offset the average over
`n` equally spaced twists and the exact twist average both equal the coefficient `c 0`. -/
theorem finite_twist_average_exact {n : ℕ} (hn : 1 ≤ n) (c : ℤ → ℂ) (x₀ : ℝ) :
    gridAverage n x₀ (energy (Finset.Ioo (-(n : ℤ)) n) c) = c 0 ∧
      twistAverage (energy (Finset.Ioo (-(n : ℤ)) n) c) = c 0 := by
  have hexact : twistAverage (energy (Finset.Ioo (-(n : ℤ)) n) c) = c 0 := by
    have h0 : (0 : ℤ) ∈ Finset.Ioo (-(n : ℤ)) n := Finset.mem_Ioo.2 ⟨by omega, by omega⟩
    rw [twistAverage_energy, Finset.sum_eq_single_of_mem 0 h0]
    · simp [twistAverage_harmonic]
    · intro k _ hk
      simp [twistAverage_harmonic, hk]
  refine ⟨?_, hexact⟩
  have herr := grid_error (by omega : n ≠ 0) (Finset.Ioo (-(n : ℤ)) n) c x₀
  -- no nonzero multiple of `n` lies strictly between `-n` and `n`
  rw [Finset.filter_false_of_mem, Finset.sum_empty, hexact] at herr
  · exact sub_eq_zero.1 herr
  · rintro k hk ⟨hd, hk0⟩
    rw [Finset.mem_Ioo] at hk
    rcases lt_or_gt_of_ne hk0 with h | h
    · have := Int.le_of_dvd (by omega : 0 < -k) ((dvd_neg).2 hd)
      omega
    · have := Int.le_of_dvd h hd
      omega
```

In words: for every $n\ge1$, every choice of complex coefficients and every real offset $x_0$, the average over the $n$ twists equals $c_0$, and so does the exact twist average. The open interval `Finset.Ioo (-(n : ℤ)) n` is the band limit. Coefficients inside it may vanish, so energies with fewer harmonics are included. For $n=1$ only $k=0$ is left: the energy is constant, and one twist is enough.

The proof first finds the exact average, `hexact`, by isolating the term $k=0$. It then applies `grid_error` and shows that the filtered sum is empty. For this, `Int.le_of_dvd` says that a positive multiple of $n$ is at least $n$; it is used for $k$ when $k>0$ and for $-k$ when $k<0$, and `omega` finds the contradiction with the interval.

The band limit is a hypothesis about $E$ and is not derived from a Hamiltonian. In an insulator it usually holds only approximately: the coefficients beyond the limit are not exactly zero, and they are small only if $n$ is large enough for the given cell. In a metal it can fail more severely: when the occupied levels change as the twist varies, the ground-state energy can have kinks, and no finite Fourier sum has a kink. The theorem also treats a single angle, whereas a three-dimensional cell has three. Finally, $c_0$ is the twist average for the given cell, and it may still differ from the energy per cell of the infinite system.

## One harmonic too many

The opening example shows what happens when the band limit is exceeded by one. The energy $\cos 2x=\tfrac12\bigl(h_2(x)+h_{-2}(x)\bigr)$ contains the indices $\pm2$, and the grid has $n=2$ twists. The error formula gives

$$A_2(x_0;\cos 2x)-\langle\cos 2x\rangle=\cos 2x_0 ,$$

which is $1$ at $x_0=0$ and vanishes at $x_0=\pi/4$. For this real energy, a fortunate offset hides the failure.

A single complex harmonic is not a physical energy, since it is not real, but as a test function it leaves no such escape. For $k=n$ the grid returns $h_n(x_0)$ and the exact average is $0$, so that

$$\bigl|A_n(x_0;h_n)-\langle h_n\rangle\bigr|=|e^{inx_0}|=1$$

at every offset. The condition $|k|<n$ therefore cannot be weakened to $|k|\le n$. Restricting to real energies does not change this: for $\cos nx$ and the offset $x_0=0$, the grid gives $1$ and the exact average is $0$.

```lean
/-- For the single harmonic `k = n`, the average over `n` twists misses the exact twist average by
an error of modulus one at every offset. -/
theorem band_limit_sharp {n : ℕ} (hn : 1 ≤ n) (x₀ : ℝ) :
    ‖gridAverage n x₀ (harmonic n) - twistAverage (harmonic n)‖ = 1 := by
  have hn0 : (n : ℤ) ≠ 0 := by omega
  rw [gridAverage_harmonic (by omega), twistAverage_harmonic, if_pos (dvd_refl _), if_neg hn0,
    sub_zero, norm_harmonic]

end

end TwistAveraging
```

The proof inserts the two averages of a single harmonic: $n$ divides itself, which selects the value $h_n(x_0)$ on the grid, and $n\neq0$ makes the integral vanish. The modulus then comes from `norm_harmonic`.

```lean
#print axioms TwistAveraging.norm_grid_error_le
#print axioms TwistAveraging.finite_twist_average_exact
#print axioms TwistAveraging.band_limit_sharp
```

```
'TwistAveraging.norm_grid_error_le' depends on axioms: [propext, Classical.choice, Quot.sound]
'TwistAveraging.finite_twist_average_exact' depends on axioms: [propext, Classical.choice, Quot.sound]
'TwistAveraging.band_limit_sharp' depends on axioms: [propext, Classical.choice, Quot.sound]
```
